# A uniform dipole disc on its axis: a potential step at the disc, inverse-square decay far away

## The potential as a sum over rings

We define the potential of the disc as an integral over dipole rings, so that its closed form is a theorem and not a definition. The disc has radius $R$ and carries normal dipoles with uniform moment $\tau$ per unit area. The field point lies on the axis at signed height $z$, positive on the side to which the dipoles point.

A point dipole $p$ contributes $pz/(4\pi\varepsilon_0 d^3)$ at distance $d$. A ring of radius $r$ and width $dr$ has moment $2\pi r\tau\,dr$ and distance $d=\sqrt{r^2+z^2}$. In units of $\tau/(2\varepsilon_0)$ the potential is therefore

$$V(z,R)=\int_0^R \frac{z\,r}{(r^2+z^2)^{3/2}}\,dr .$$

## Closed form and bounds

For $z\neq0$,

$$\frac{d}{dr}\left(-\frac{z}{\sqrt{r^2+z^2}}\right)=\frac{z\,r}{(r^2+z^2)^{3/2}} .$$

Write $q=\sqrt{z^2+R^2}$. For $z>0$ the primitive equals $-z/q$ at $r=R$ and $-1$ at $r=0$, so

$$V=1-\frac zq=\frac{q^2-z^2}{q(q+z)}=\frac{R^2}{q(q+z)} .$$

Since $z\le q$, we have $2z^2\le q(q+z)\le 2q^2$, and hence

$$\frac{R^2}{2(z^2+R^2)}\le V\le\frac{R^2}{2z^2} .$$

For $R=4$ and $z=3$ we get $q=5$ and $V=0.4$, between the bounds $0.32$ and $0.89$. Here $z^2V=3.6$, still far from $R^2/2=8$.

## Three limits and a step

- **Wide patch.** At fixed $z>0$, $q\to\infty$ as $R$ grows, so $V\to1$.
- **Far field.** At fixed $R$, the lower bound gives $V\ge0$, and with the upper bound $V\to0$ as $z$ grows. Multiplied by $z^2$, the bounds become $R^2/2-R^4/(2(z^2+R^2))$ and $R^2/2$, so $z^2V\to R^2/2$. In physical units the leading term is the on-axis potential of a point dipole $\pi R^2\tau$.
- **Step.** The integrand is odd in $z$, so $V=-1-z/q$ for $z<0$. If $R>0$, then $q\to R$ as $z\to0$, so $V\to1$ when $z$ approaches zero through positive values and $V\to-1$ when it does so through negative values. The jump of $2$ units is $\tau/\varepsilon_0$.

## The step in a slab calculation

In a periodic slab calculation the dipole layer repeats laterally without end, which corresponds to the wide-patch limit. For a neutral slab with open vacuum on both sides and no applied field, a net dipole along the normal gives a difference between the plane-averaged vacuum potentials on the two sides. If the cell is periodic along the normal as well, the potential has to return to its value after one period, and without a correction an artificial field tilts the potential in the vacuum. A dipole correction places a compensating jump in the vacuum, so that each side has a flat level from which a work function can be read. The disc shows, for a rigid uniform layer and on the axis only, how a finite patch loses this offset with distance.

## Reading the Lean statements

`patchPotential z R` is the integral $V(z,R)$, with real arguments and the units above. `patchPotential_eq` and `patchPotential_bounds` assume `0 < z` but allow any real `R`; the physical case is $R\ge0$. In the limits, `atTop` means growth to $+\infty$, while `𝓝[>] 0` and `𝓝[<] 0` mean approach to zero from above and from below. `potential_step` assumes `0 < R`; in the physical range this excludes only $R=0$, where the potential vanishes and there is no step.

The dipole density is given and does not respond to the field. Off-axis points, non-uniform layers and the atomic structure of a surface are not covered.

```lean
import Mathlib

open Filter Topology

namespace FiniteDipolePatch

noncomputable section

/-- Potential on the axis of a disc of radius `R` with a uniform layer of normal dipoles, at signed
height `z`, in units of the dipole density over `2 ε₀`: the sum over rings of radius `r`. -/
def patchPotential (z R : ℝ) : ℝ :=
  ∫ r in (0 : ℝ)..R, z * r / (√(r ^ 2 + z ^ 2)) ^ 3

/-- Off the plane of the patch, the contribution of a dipole ring is the radial derivative
of `-z / √(r² + z²)`. -/
theorem hasDerivAt_ring {z : ℝ} (hz : z ≠ 0) (r : ℝ) :
    HasDerivAt (fun x : ℝ => -z / √(x ^ 2 + z ^ 2))
      (z * r / (√(r ^ 2 + z ^ 2)) ^ 3) r := by
  have hp : 0 < r ^ 2 + z ^ 2 := by positivity
  have hs : √(r ^ 2 + z ^ 2) ≠ 0 := (Real.sqrt_pos.2 hp).ne'
  have h1 : HasDerivAt (fun x : ℝ => x ^ 2 + z ^ 2) (2 * r) r := by
    simpa using (hasDerivAt_pow 2 r).add_const (z ^ 2)
  have h2 : HasDerivAt (fun x : ℝ => √(x ^ 2 + z ^ 2))
      (2 * r / (2 * √(r ^ 2 + z ^ 2))) r := h1.sqrt hp.ne'
  refine ((hasDerivAt_const r (-z)).fun_div h2 hs).congr_deriv ?_
  field_simp
  ring

/-- The potential at height `z > 0` above the centre of the patch is `1 - z / √(z² + R²)`. -/
theorem patchPotential_eq {z : ℝ} (hz : 0 < z) (R : ℝ) :
    patchPotential z R = 1 - z / √(z ^ 2 + R ^ 2) := by
  have hc : Continuous (fun r : ℝ => z * r / (√(r ^ 2 + z ^ 2)) ^ 3) :=
    Continuous.div (by fun_prop) (by fun_prop) (fun r => by positivity)
  -- fundamental theorem of calculus with the primitive found above
  have key : ∫ r in (0 : ℝ)..R, z * r / (√(r ^ 2 + z ^ 2)) ^ 3
      = -z / √(R ^ 2 + z ^ 2) - -z / √((0 : ℝ) ^ 2 + z ^ 2) :=
    intervalIntegral.integral_eq_sub_of_hasDerivAt
      (f := fun x : ℝ => -z / √(x ^ 2 + z ^ 2))
      (fun r _ => hasDerivAt_ring hz.ne' r) (hc.intervalIntegrable 0 R)
  have h0 : √((0 : ℝ) ^ 2 + z ^ 2) = z := by
    rw [zero_pow two_ne_zero, zero_add, Real.sqrt_sq hz.le]
  rw [patchPotential, key, h0, add_comm (R ^ 2) (z ^ 2), neg_div, neg_div, div_self hz.ne']
  ring

/-- The potential changes sign under reflection through the plane of the patch. -/
theorem patchPotential_neg (z R : ℝ) : patchPotential (-z) R = -patchPotential z R := by
  simp only [patchPotential, neg_sq, neg_mul, neg_div, intervalIntegral.integral_neg]

/-- At every height `z > 0` the potential lies between `R² / (2 (z² + R²))` and
`R² / (2 z²)`. -/
theorem patchPotential_bounds {z : ℝ} (hz : 0 < z) (R : ℝ) :
    R ^ 2 / (2 * (z ^ 2 + R ^ 2)) ≤ patchPotential z R ∧
      patchPotential z R ≤ R ^ 2 / (2 * z ^ 2) := by
  rw [patchPotential_eq hz]
  have hq : 0 < √(z ^ 2 + R ^ 2) := Real.sqrt_pos.2 (by positivity)
  have hq2 : (√(z ^ 2 + R ^ 2)) ^ 2 = z ^ 2 + R ^ 2 := Real.sq_sqrt (by positivity)
  have hzq : z ≤ √(z ^ 2 + R ^ 2) := (Real.le_sqrt' hz).2 (by nlinarith [sq_nonneg R])
  set q := √(z ^ 2 + R ^ 2)
  clear_value q
  -- rationalise the difference
  have hform : 1 - z / q = R ^ 2 / (q * (q + z)) := by
    have hR : R ^ 2 = (q - z) * (q + z) := by linear_combination -hq2
    have hqz : q + z ≠ 0 := by positivity
    have hq0 : q ≠ 0 := hq.ne'
    rw [hR]
    field_simp
  rw [hform, ← hq2]
  constructor
  · exact div_le_div_of_nonneg_left (sq_nonneg R) (by positivity)
      (by nlinarith [mul_nonneg hq.le (sub_nonneg.2 hzq)])
  · exact div_le_div_of_nonneg_left (sq_nonneg R) (by positivity)
      (by nlinarith [mul_nonneg hq.le (sub_nonneg.2 hzq), mul_nonneg hz.le (sub_nonneg.2 hzq)])

/-- At a fixed height above the patch, the potential tends to `1` as the radius grows. -/
theorem tendsto_wide_patch {z : ℝ} (hz : 0 < z) :
    Tendsto (fun R => patchPotential z R) atTop (𝓝 1) := by
  have h : Tendsto (fun R : ℝ => √(z ^ 2 + R ^ 2)) atTop atTop :=
    tendsto_atTop_mono (fun R => (le_abs_self R).trans
      (Real.abs_le_sqrt (by nlinarith [sq_nonneg z]))) tendsto_id
  have h2 : Tendsto (fun R : ℝ => 1 - z / √(z ^ 2 + R ^ 2)) atTop (𝓝 (1 - 0)) :=
    tendsto_const_nhds.sub (h.const_div_atTop z)
  rw [sub_zero] at h2
  exact h2.congr (fun R => (patchPotential_eq hz R).symm)

/-- For a patch of fixed radius, the potential tends to `0` as the height grows. -/
theorem tendsto_far (R : ℝ) : Tendsto (fun z => patchPotential z R) atTop (𝓝 0) := by
  have h : Tendsto (fun z : ℝ => 2 * z ^ 2) atTop atTop :=
    (tendsto_pow_atTop two_ne_zero).const_mul_atTop two_pos
  refine tendsto_of_tendsto_of_tendsto_of_le_of_le' tendsto_const_nhds
    (h.const_div_atTop (R ^ 2)) ?_ ?_
  · filter_upwards [eventually_gt_atTop (0 : ℝ)] with z hz
    exact le_trans (by positivity) (patchPotential_bounds hz R).1
  · filter_upwards [eventually_gt_atTop (0 : ℝ)] with z hz
    exact (patchPotential_bounds hz R).2

/-- For a patch of fixed radius, `z²` times the potential tends to `R² / 2` as the height `z`
grows. -/
theorem tendsto_far_field (R : ℝ) :
    Tendsto (fun z => z ^ 2 * patchPotential z R) atTop (𝓝 (R ^ 2 / 2)) := by
  have h : Tendsto (fun z : ℝ => z ^ 2 + R ^ 2) atTop atTop :=
    tendsto_atTop_add_const_right _ (R ^ 2) (tendsto_pow_atTop two_ne_zero)
  have hlow : Tendsto (fun z : ℝ => R ^ 2 / 2 - (R ^ 4 / 2) / (z ^ 2 + R ^ 2)) atTop
      (𝓝 (R ^ 2 / 2 - 0)) := tendsto_const_nhds.sub (h.const_div_atTop (R ^ 4 / 2))
  rw [sub_zero] at hlow
  -- squeeze between the two bounds, each multiplied by z²
  refine tendsto_of_tendsto_of_tendsto_of_le_of_le' hlow tendsto_const_nhds ?_ ?_
  · filter_upwards [eventually_gt_atTop (0 : ℝ)] with z hz
    have hne : z ^ 2 + R ^ 2 ≠ 0 := by positivity
    have he : R ^ 2 / 2 - (R ^ 4 / 2) / (z ^ 2 + R ^ 2)
        = z ^ 2 * (R ^ 2 / (2 * (z ^ 2 + R ^ 2))) := by
      field_simp
      ring
    rw [he]
    exact mul_le_mul_of_nonneg_left (patchPotential_bounds hz R).1 (sq_nonneg z)
  · filter_upwards [eventually_gt_atTop (0 : ℝ)] with z hz
    have he : z ^ 2 * (R ^ 2 / (2 * z ^ 2)) = R ^ 2 / 2 := by
      field_simp
    rw [← he]
    exact mul_le_mul_of_nonneg_left (patchPotential_bounds hz R).2 (sq_nonneg z)

/-- At the centre of a patch of positive radius, the potential tends to `1` when the plane is
approached from above and to `-1` when it is approached from below. -/
theorem potential_step {R : ℝ} (hR : 0 < R) :
    Tendsto (fun z => patchPotential z R) (𝓝[>] 0) (𝓝 1) ∧
      Tendsto (fun z => patchPotential z R) (𝓝[<] 0) (𝓝 (-1)) := by
  have hc (a : ℝ) : Continuous (fun z : ℝ => a - z / √(z ^ 2 + R ^ 2)) :=
    continuous_const.sub (continuous_id'.div (by fun_prop) (fun z => by positivity))
  have h (a : ℝ) : Tendsto (fun z : ℝ => a - z / √(z ^ 2 + R ^ 2)) (𝓝 0) (𝓝 a) := by
    have h0 := (hc a).tendsto 0
    simp only [zero_div, sub_zero] at h0
    exact h0
  constructor
  · refine ((h 1).mono_left nhdsWithin_le_nhds).congr' ?_
    filter_upwards [self_mem_nhdsWithin] with z hz
    have hz' : 0 < z := hz
    exact (patchPotential_eq hz' R).symm
  · refine ((h (-1)).mono_left nhdsWithin_le_nhds).congr' ?_
    filter_upwards [self_mem_nhdsWithin] with z hz
    have hz' : z < 0 := hz
    -- reflect the closed form to the lower side
    have h1 := patchPotential_eq (neg_pos.2 hz') R
    rw [patchPotential_neg, neg_sq, neg_div] at h1
    linarith

end

end FiniteDipolePatch
```

```lean
#print axioms FiniteDipolePatch.tendsto_wide_patch
-- 'FiniteDipolePatch.tendsto_wide_patch' depends on axioms: [propext, Classical.choice, Quot.sound]
#print axioms FiniteDipolePatch.tendsto_far
-- 'FiniteDipolePatch.tendsto_far' depends on axioms: [propext, Classical.choice, Quot.sound]
#print axioms FiniteDipolePatch.tendsto_far_field
-- 'FiniteDipolePatch.tendsto_far_field' depends on axioms: [propext, Classical.choice, Quot.sound]
#print axioms FiniteDipolePatch.potential_step
-- 'FiniteDipolePatch.potential_step' depends on axioms: [propext, Classical.choice, Quot.sound]
```

## How the proof follows the calculation

`hasDerivAt_ring` differentiates the primitive by the chain and quotient rules; `field_simp` and `ring` bring the result to the form of the integrand. `patchPotential_eq` shows that the integrand is continuous, hence integrable, and applies the fundamental theorem of calculus. `patchPotential_neg` takes the sign out of the integral.

In `patchPotential_bounds`, `hform` is the rationalised expression. Both inequalities then compare denominators, using `hzq`, which is $z\le q$.

`tendsto_wide_patch` uses the closed form. `tendsto_far` squeezes the potential between zero and the upper bound, with the lower bound supplying non-negativity. `tendsto_far_field` squeezes between the two bounds multiplied by $z^2$. Both use the bounds only for $z>0$, which is enough for a limit at $+\infty$.

For `potential_step`, the function $a-z/\sqrt{z^2+R^2}$ is continuous at zero with value $a$. The closed form identifies it with the potential above the plane for $a=1$, and the reflected closed form does so below for $a=-1$.
